# The Casimir–Polder integral for finitely many positive excitation frequencies is a double sum

A linear-response calculation in a finite basis, solved for all its excitations and not only the lowest few, gives a list of excitation frequencies and oscillator strengths for each of two molecules. The next step is to turn these lists into the dispersion coefficient $C_6$ of the pair, which fixes the leading term $-C_6/R^6$ of their orientation-averaged, non-retarded dispersion energy at separation $R$. For finite lists with positive frequencies, this step needs no quadrature over imaginary frequency: the integral equals a sum over pairs of excitations.

## The two systems and their coefficient

The first system has excitation frequencies $a_k$ and strengths $f_k$; the second has frequencies $b_l$ and strengths $g_l$. All are real numbers, in atomic units. The labels $k$ and $l$ run over finite types `ι` and `κ`, so a continuum of excitations is not covered.

```lean
import Mathlib

open MeasureTheory Set Filter Topology Real

namespace CasimirPolder

noncomputable section

variable {ι κ : Type*} [Fintype ι] [Fintype κ]
```

The dynamic polarizability of the first system at complex frequency $\omega$ is

$$\alpha^{\rm dyn}(\omega)=\sum_k \frac{f_k}{a_k^2-\omega^2}.$$

This is one scalar function per system, without orientation dependence or damping.

```lean
/-- The dynamic polarizability at complex frequency `ω`, for excitation frequencies `a k`
and strengths `f k`. -/
def dynPol (f a : ι → ℝ) (ω : ℂ) : ℂ := ∑ k, (f k : ℂ) / ((a k : ℂ) ^ 2 - ω ^ 2)
```

For real $u$, define

$$\alpha(u)=\sum_k\frac{f_k}{a_k^2+u^2},\qquad \beta(u)=\sum_l\frac{g_l}{b_l^2+u^2}.$$

In Lean these are `imagPol f a u` and `imagPol g b u`.

```lean
/-- The real sum over excitations that represents the polarizability at imaginary
frequency `i u`. -/
def imagPol (f a : ι → ℝ) (u : ℝ) : ℝ := ∑ k, f k / (a k ^ 2 + u ^ 2)
```

The coefficient is defined by the integral

$$C_6=\frac{3}{\pi}\int_0^\infty \alpha(u)\,\beta(u)\,du .$$

This is the non-retarded expression. It is the starting point here; its derivation from the Coulomb interaction of the two systems is not treated. In Lean, `Ioi 0` is the half-line $u>0$.

```lean
/-- The Casimir-Polder dispersion coefficient of two systems, as an integral over imaginary
frequencies. -/
def c6 (f a : ι → ℝ) (g b : κ → ℝ) : ℝ :=
  3 / π * ∫ u in Ioi (0 : ℝ), imagPol f a u * imagPol g b u
```

## (a) The polarizability at imaginary frequency

**Task.** Show that $\alpha^{\rm dyn}(iu)=\alpha(u)$ for real $u$.

**Solution.** Since $(iu)^2=-u^2$, each denominator becomes $a_k^2-(iu)^2=a_k^2+u^2$. The sum is therefore real and equals $\alpha(u)$.

The Lean statement compares complex numbers, with `imagPol f a u` regarded as complex. The proof moves this conversion inside the sum and compares the terms one by one, using `Complex.I_sq`. Positive frequencies are not assumed; if $a_k=u=0$, Lean's convention for division by zero makes that term zero on both sides.

```lean
/-- On the imaginary frequency axis the dynamic polarizability is the real sum `imagPol`. -/
theorem dynPol_imaginary (f a : ι → ℝ) (u : ℝ) :
    dynPol f a (Complex.I * u) = (imagPol f a u : ℂ) := by
  simp only [dynPol, imagPol]
  push_cast
  refine Finset.sum_congr rfl fun k _ => ?_
  rw [mul_pow, Complex.I_sq]
  congr 1
  ring
```

## (b) A primitive for two Lorentzian factors

**Task.** For $a,b>0$, find a function $F$ with $F(0)=0$ and

$$F'(u)=\frac{1}{(a^2+u^2)(b^2+u^2)},$$

and compute its limit as $u\to\infty$.

**Solution.** For $c>0$,

$$\frac{d}{du}\,\frac{\arctan(u/c)}{c}=\frac{1}{c^2}\,\frac{1}{1+u^2/c^2}=\frac{1}{c^2+u^2},$$

and $\arctan(u/c)/c\to\pi/(2c)$.

If $a\neq b$, partial fractions give

$$\frac{1}{(a^2+u^2)(b^2+u^2)}=\frac{1}{b^2-a^2}\left(\frac{1}{a^2+u^2}-\frac{1}{b^2+u^2}\right),$$

so we take

$$F(u)=\frac{1}{b^2-a^2}\left(\frac{\arctan(u/a)}{a}-\frac{\arctan(u/b)}{b}\right).$$

Its limit is

$$\frac{\pi}{2}\,\frac{1/a-1/b}{b^2-a^2}=\frac{\pi}{2}\,\frac{b-a}{ab\,(b-a)(a+b)}=\frac{\pi}{2ab(a+b)}.$$

If $a=b$, we take

$$F(u)=\frac{1}{2a^2}\left(\frac{u}{a^2+u^2}+\frac{\arctan(u/a)}{a}\right).$$

The derivative of the bracket is

$$\frac{a^2-u^2}{(a^2+u^2)^2}+\frac{a^2+u^2}{(a^2+u^2)^2}=\frac{2a^2}{(a^2+u^2)^2},$$

as required. For $u>0$ we have $0\le u/(a^2+u^2)\le 1/u$, so the rational term tends to zero. The limit is $\pi/(4a^3)$, which is the previous formula at $b=a$.

In the proof, `D` and `T` are the derivative and the limit of the single arctangent. The split `by_cases hab : a = b` separates the two cases, and `squeeze_zero'` carries out the bound by $1/u$.

```lean
/-- For positive `a` and `b`, the product of two Lorentzian factors has a primitive that vanishes at
zero and tends to `π / (2 a b (a + b))` at infinity. -/
theorem exists_primitive {a b : ℝ} (ha : 0 < a) (hb : 0 < b) :
    ∃ F : ℝ → ℝ, (∀ u, HasDerivAt F (1 / ((a ^ 2 + u ^ 2) * (b ^ 2 + u ^ 2))) u) ∧
      F 0 = 0 ∧ Tendsto F atTop (𝓝 (π / (2 * a * b * (a + b)))) := by
  -- a single Lorentzian integrates to an arctangent
  have D : ∀ c : ℝ, 0 < c → ∀ u : ℝ,
      HasDerivAt (fun x => Real.arctan (x / c) / c) (1 / (c ^ 2 + u ^ 2)) u := by
    intro c hc u
    refine (((hasDerivAt_id' u).div_const c).arctan.div_const c).congr_deriv ?_
    have h1 : 1 + (u / c) ^ 2 = (c ^ 2 + u ^ 2) / c ^ 2 := by
      field_simp
    have h2 : c ^ 2 + u ^ 2 ≠ 0 := by positivity
    rw [h1]
    field_simp
  have T : ∀ c : ℝ, 0 < c →
      Tendsto (fun x => Real.arctan (x / c) / c) atTop (𝓝 (π / 2 / c)) := by
    intro c hc
    have h := Real.tendsto_arctan_atTop.mono_right nhdsWithin_le_nhds
    exact (h.comp (tendsto_id.atTop_div_const hc)).div_const c
  by_cases hab : a = b
  · -- coinciding frequencies: a rational term appears
    subst hab
    refine ⟨fun x => (x / (a ^ 2 + x ^ 2) + Real.arctan (x / a) / a) / (2 * a ^ 2),
      fun u => ?_, by simp, ?_⟩
    · have hX : a ^ 2 + u ^ 2 ≠ 0 := by positivity
      have h : HasDerivAt (fun x : ℝ => x / (a ^ 2 + x ^ 2))
          ((a ^ 2 - u ^ 2) / (a ^ 2 + u ^ 2) ^ 2) u := by
        refine ((hasDerivAt_id' u).fun_div
          ((hasDerivAt_pow 2 u).const_add (a ^ 2)) hX).congr_deriv ?_
        congr 1
        simp only [Nat.reduceSub, pow_one, Nat.cast_ofNat]
        ring
      refine ((h.fun_add (D a ha u)).div_const (2 * a ^ 2)).congr_deriv ?_
      field_simp
      ring
    · have h0 : Tendsto (fun x : ℝ => x / (a ^ 2 + x ^ 2)) atTop (𝓝 0) := by
        refine squeeze_zero' ?_ ?_ tendsto_inv_atTop_zero
        · filter_upwards [eventually_gt_atTop (0 : ℝ)] with x hx
          positivity
        · filter_upwards [eventually_gt_atTop (0 : ℝ)] with x hx
          rw [inv_eq_one_div, div_le_div_iff₀ (by positivity) hx]
          nlinarith [sq_nonneg a]
      have e : (0 + π / 2 / a) / (2 * a ^ 2) = π / (2 * a * a * (a + a)) := by
        rw [show a + a = 2 * a by ring, zero_add]
        field_simp
      rw [← e]
      exact (h0.add (T a ha)).div_const _
  · -- distinct frequencies: partial fractions
    have hba : b - a ≠ 0 := sub_ne_zero.mpr (Ne.symm hab)
    have hs : a + b ≠ 0 := by positivity
    have hf : b ^ 2 - a ^ 2 = (b - a) * (a + b) := by ring
    have hd : b ^ 2 - a ^ 2 ≠ 0 := by
      rw [hf]
      exact mul_ne_zero hba hs
    refine ⟨fun x => (Real.arctan (x / a) / a - Real.arctan (x / b) / b) / (b ^ 2 - a ^ 2),
      fun u => ?_, by simp, ?_⟩
    · refine (((D a ha u).fun_sub (D b hb u)).div_const (b ^ 2 - a ^ 2)).congr_deriv ?_
      have h1 : a ^ 2 + u ^ 2 ≠ 0 := by positivity
      have h2 : b ^ 2 + u ^ 2 ≠ 0 := by positivity
      rw [div_sub_div _ _ h1 h2,
        show 1 * (b ^ 2 + u ^ 2) - (a ^ 2 + u ^ 2) * 1 = b ^ 2 - a ^ 2 by ring,
        div_right_comm, div_self hd]
    · have e : (π / 2 / a - π / 2 / b) / (b ^ 2 - a ^ 2) = π / (2 * a * b * (a + b)) := by
        rw [hf]
        field_simp
      rw [← e]
      exact ((T a ha).sub (T b hb)).div_const _
```

## (c) The integral for one pair of excitations

**Task.** Show that the product of the two Lorentzian factors is integrable on $u>0$, and find its integral.

**Solution.** For $U>0$ the integral from $0$ to $U$ is $F(U)-F(0)=F(U)$. The integrand is positive and $F(U)$ has a finite limit as $U\to\infty$, so the integrand is integrable and

$$\int_0^\infty\frac{du}{(a^2+u^2)(b^2+u^2)}=\frac{\pi}{2ab(a+b)}.$$

The theorem states both facts, joined by `∧`. Each comes from a Mathlib result for a nonnegative derivative whose primitive converges at infinity; `hpos` supplies the sign.

```lean
/-- For positive `a` and `b`, the product of two Lorentzian factors is integrable over positive `u`,
with integral `π / (2 a b (a + b))`. -/
theorem lorentzian_integral {a b : ℝ} (ha : 0 < a) (hb : 0 < b) :
    IntegrableOn (fun u : ℝ => 1 / ((a ^ 2 + u ^ 2) * (b ^ 2 + u ^ 2))) (Ioi 0) ∧
    ∫ u in Ioi (0 : ℝ), 1 / ((a ^ 2 + u ^ 2) * (b ^ 2 + u ^ 2)) =
      π / (2 * a * b * (a + b)) := by
  obtain ⟨F, hF, h0, hT⟩ := exists_primitive ha hb
  have hpos : ∀ u ∈ Ioi (0 : ℝ), 0 ≤ 1 / ((a ^ 2 + u ^ 2) * (b ^ 2 + u ^ 2)) :=
    fun u _ => by positivity
  refine ⟨integrableOn_Ioi_deriv_of_nonneg' (fun u _ => hF u) hpos hT, ?_⟩
  rw [integral_Ioi_of_hasDerivAt_of_nonneg' (fun u _ => hF u) hpos hT, h0, sub_zero]
```

## (d) The product as a sum over pairs

**Task.** Expand $\alpha(u)\beta(u)$ into contributions from pairs of excitations.

**Solution.** Multiplying the two finite sums gives

$$\alpha(u)\beta(u)=\sum_k\sum_l f_k g_l\,\frac{1}{(a_k^2+u^2)(b_l^2+u^2)}.$$

In Lean, `Finset.sum_mul_sum` performs the expansion, and the remaining lines rearrange each fraction.

```lean
/-- The product of two polarizabilities is a double sum over pairs of excitations. -/
theorem imagPol_mul (f a : ι → ℝ) (g b : κ → ℝ) (u : ℝ) :
    imagPol f a u * imagPol g b u =
      ∑ k, ∑ l, f k * g l * (1 / ((a k ^ 2 + u ^ 2) * (b l ^ 2 + u ^ 2))) := by
  simp only [imagPol, Finset.sum_mul_sum]
  refine Finset.sum_congr rfl fun k _ => Finset.sum_congr rfl fun l _ => ?_
  rw [div_mul_div_comm, mul_one_div]
```

## (e) Integrability of the full integrand

**Task.** Show that $\alpha(u)\beta(u)$ is integrable on $u>0$ when all $a_k$ and $b_l$ are positive.

**Solution.** By (d), the integrand is a finite sum of constants times the functions in (c). Each of these is integrable, and therefore so is the sum.

The hypotheses `ha` and `hb` state that every excitation costs energy, as it does from a stable, non-degenerate ground state. The strengths may have any sign.

```lean
/-- For positive excitation frequencies the Casimir-Polder integrand is integrable. -/
theorem integrable_imagPol_mul (f a : ι → ℝ) (g b : κ → ℝ)
    (ha : ∀ k, 0 < a k) (hb : ∀ l, 0 < b l) :
    IntegrableOn (fun u => imagPol f a u * imagPol g b u) (Ioi 0) := by
  simp only [imagPol_mul]
  exact MeasureTheory.integrable_finsetSum _ fun k _ => MeasureTheory.integrable_finsetSum _ fun l _ =>
    Integrable.const_mul (lorentzian_integral (ha k) (hb l)).1 _
```

## (f) The coefficient as a double sum

**Task.** Evaluate $C_6$ for positive frequencies.

**Solution.** By (e), we may integrate the expansion in (d) term by term. With the value from (c),

$$C_6=\frac{3}{\pi}\sum_k\sum_l f_k g_l\,\frac{\pi}{2a_kb_l(a_k+b_l)}
=\frac32\sum_k\sum_l\frac{f_k g_l}{a_k b_l(a_k+b_l)}.$$

No denominator contains a difference of frequencies, so $a_k=b_l$ needs no separate treatment in the sum.

In the proof, `hi` records the integrability of each term. The step `h` exchanges the integral with both sums and inserts the value from (c). The final `field_simp` cancels $\pi$ and combines the numerical factors.

```lean
/-- For positive excitation frequencies, the dispersion coefficient `c6` is `3 / 2` times an
explicit double sum over pairs of excitations of the two systems. -/
theorem casimir_polder (f a : ι → ℝ) (g b : κ → ℝ)
    (ha : ∀ k, 0 < a k) (hb : ∀ l, 0 < b l) :
    c6 f a g b = 3 / 2 * ∑ k, ∑ l, f k * g l / (a k * b l * (a k + b l)) := by
  have hi : ∀ k l, Integrable (fun u : ℝ =>
      f k * g l * (1 / ((a k ^ 2 + u ^ 2) * (b l ^ 2 + u ^ 2))))
      (volume.restrict (Ioi 0)) := fun k l =>
    Integrable.const_mul (lorentzian_integral (ha k) (hb l)).1 _
  -- integrate term by term
  have h : ∫ u in Ioi (0 : ℝ), imagPol f a u * imagPol g b u =
      ∑ k, ∑ l, f k * g l * (π / (2 * a k * b l * (a k + b l))) := by
    simp only [imagPol_mul]
    rw [MeasureTheory.integral_finsetSum _ fun k _ => MeasureTheory.integrable_finsetSum _ fun l _ => hi k l]
    refine Finset.sum_congr rfl fun k _ => ?_
    rw [MeasureTheory.integral_finsetSum _ fun l _ => hi k l]
    refine Finset.sum_congr rfl fun l _ => ?_
    rw [integral_const_mul, (lorentzian_integral (ha k) (hb l)).2]
  rw [c6, h]
  simp only [Finset.mul_sum]
  refine Finset.sum_congr rfl fun k _ => Finset.sum_congr rfl fun l _ => ?_
  have h1 := (ha k).ne'
  have h2 := (hb l).ne'
  have h3 := (add_pos (ha k) (hb l)).ne'
  have h4 := Real.pi_ne_zero
  field_simp
```

## (g) London's formula for one frequency per system

**Task.** Let every excitation of the first system have frequency $A>0$ and every excitation of the second have frequency $B>0$. Express $C_6$ through the static polarizabilities.

**Solution.** The static values are

$$\alpha(0)=\frac{1}{A^2}\sum_k f_k,\qquad \beta(0)=\frac{1}{B^2}\sum_l g_l .$$

The double sum in (f) factorizes, and therefore

$$C_6=\frac32\,\frac{\left(\sum_k f_k\right)\left(\sum_l g_l\right)}{AB(A+B)}
=\frac32\,\frac{AB}{A+B}\,\alpha(0)\,\beta(0).$$

The constant functions `fun _ => A` and `fun _ => B` express the single-frequency assumption. The theorem does not say how to choose $A$ and $B$ for a real molecule with many excitation frequencies. The steps `h1` and `h2` compute the static polarizabilities, and the rest is the factorization.

```lean
/-- London's formula: when all excitations of each system share one positive frequency, the
coefficient is fixed by these frequencies and the static polarizabilities. -/
theorem london_formula (f : ι → ℝ) (g : κ → ℝ) {A B : ℝ} (hA : 0 < A) (hB : 0 < B) :
    c6 f (fun _ => A) g (fun _ => B) =
      3 / 2 * (A * B / (A + B)) * imagPol f (fun _ => A) 0 * imagPol g (fun _ => B) 0 := by
  have h1 : imagPol f (fun _ => A) 0 = (∑ k, f k) / A ^ 2 := by
    simp [imagPol, Finset.sum_div]
  have h2 : imagPol g (fun _ => B) 0 = (∑ l, g l) / B ^ 2 := by
    simp [imagPol, Finset.sum_div]
  rw [casimir_polder f _ g _ (fun _ => hA) (fun _ => hB), h1, h2]
  simp only [← Finset.sum_div, ← Finset.sum_mul_sum]
  have hs : A + B ≠ 0 := by positivity
  field_simp
```

## (h) A bound on the coefficient of an unlike pair

**Task.** Let $C_6^{12}$ be the coefficient between the two systems, and let $C_6^{11}$ and $C_6^{22}$ be the coefficients of each system with a copy of itself. Show that $(C_6^{12})^2\le C_6^{11}C_6^{22}$.

**Solution.** Set

$$P=\int_0^\infty\alpha^2\,du,\qquad M=\int_0^\infty\alpha\beta\,du,\qquad Q=\int_0^\infty\beta^2\,du .$$

All three integrals converge by (e). For every real $t$,

$$0\le\int_0^\infty\bigl(t\,\alpha(u)+\beta(u)\bigr)^2du=Pt^2+2Mt+Q .$$

A quadratic that is nowhere negative has discriminant $4M^2-4PQ\le0$, so $M^2\le PQ$. If $P=0$, the expression is linear in $t$ and can stay nonnegative only if $M=0$, so the inequality still holds. Multiplying by $(3/\pi)^2$ gives the claim.

For systems with finitely many positive frequencies, the geometric-mean combination rule $\sqrt{C_6^{11}C_6^{22}}$ therefore never falls below $|C_6^{12}|$.

In Lean, `key` is the inequality for all $t$. Within it, `s1` and `s2` split the integral, and `s3` states that the integral of the square is nonnegative. Then `discrim_le_zero` gives the discriminant condition, and the closing `calc` restores the prefactors.

```lean
/-- For positive excitation frequencies, the squared coefficient of an unlike pair is at most the
product of the coefficients of the two like pairs. -/
theorem c6_sq_le (f a : ι → ℝ) (g b : κ → ℝ) (ha : ∀ k, 0 < a k) (hb : ∀ l, 0 < b l) :
    c6 f a g b ^ 2 ≤ c6 f a f a * c6 g b g b := by
  have ipp := integrable_imagPol_mul f a f a ha ha
  have ipq := integrable_imagPol_mul f a g b ha hb
  have iqq := integrable_imagPol_mul g b g b hb hb
  unfold c6
  set P := ∫ u in Ioi (0 : ℝ), imagPol f a u * imagPol f a u with hP
  set M := ∫ u in Ioi (0 : ℝ), imagPol f a u * imagPol g b u with hM
  set Q := ∫ u in Ioi (0 : ℝ), imagPol g b u * imagPol g b u with hQ
  -- the integral of a square is nonnegative for every mixing parameter
  have key : ∀ t : ℝ, 0 ≤ P * (t * t) + 2 * M * t + Q := by
    intro t
    have i1 := Integrable.const_mul ipp (t * t)
    have i2 := Integrable.const_mul ipq (2 * t)
    have s1 : ∫ u in Ioi (0 : ℝ), (t * t * (imagPol f a u * imagPol f a u) +
        2 * t * (imagPol f a u * imagPol g b u) + imagPol g b u * imagPol g b u) =
        (∫ u in Ioi (0 : ℝ), (t * t * (imagPol f a u * imagPol f a u) +
        2 * t * (imagPol f a u * imagPol g b u))) + Q := integral_add (i1.add i2) iqq
    have s2 : ∫ u in Ioi (0 : ℝ), (t * t * (imagPol f a u * imagPol f a u) +
        2 * t * (imagPol f a u * imagPol g b u)) = t * t * P + 2 * t * M := by
      rw [integral_add i1 i2, integral_const_mul, integral_const_mul]
    have s3 : 0 ≤ ∫ u in Ioi (0 : ℝ), (t * t * (imagPol f a u * imagPol f a u) +
        2 * t * (imagPol f a u * imagPol g b u) + imagPol g b u * imagPol g b u) := by
      refine integral_nonneg fun u => ?_
      change 0 ≤ t * t * (imagPol f a u * imagPol f a u) +
        2 * t * (imagPol f a u * imagPol g b u) + imagPol g b u * imagPol g b u
      nlinarith [sq_nonneg (t * imagPol f a u + imagPol g b u)]
    rw [s1, s2] at s3
    linarith
  have hdisc := discrim_le_zero key
  unfold discrim at hdisc
  have hM2 : M ^ 2 ≤ P * Q := by nlinarith
  calc (3 / π * M) ^ 2 = (3 / π) ^ 2 * M ^ 2 := by ring
    _ ≤ (3 / π) ^ 2 * (P * Q) := mul_le_mul_of_nonneg_left hM2 (sq_nonneg _)
    _ = 3 / π * P * (3 / π * Q) := by ring

end

end CasimirPolder
```

```lean
#print axioms CasimirPolder.dynPol_imaginary
-- 'CasimirPolder.dynPol_imaginary' depends on axioms: [propext, Classical.choice, Quot.sound]
#print axioms CasimirPolder.casimir_polder
-- 'CasimirPolder.casimir_polder' depends on axioms: [propext, Classical.choice, Quot.sound]
#print axioms CasimirPolder.london_formula
-- 'CasimirPolder.london_formula' depends on axioms: [propext, Classical.choice, Quot.sound]
#print axioms CasimirPolder.c6_sq_le
-- 'CasimirPolder.c6_sq_le' depends on axioms: [propext, Classical.choice, Quot.sound]
```
